# The spin-summed lepton tensor in the Dirac representation: tr((p̸ + m) γ^μ (q̸ + m) γ^ν) = 4 (p^μ q^ν + p^ν q^μ − η^μν (p·q − m²))

## Spin sums in lepton scattering

Suppose an unpolarised electron scatters by exchanging one photon, and no closed form for the spin sum is at hand. One direct but laborious route is to assemble each of the sixteen components of the squared current from four spin combinations, with explicit spinors for every pair of momenta. A formula remembered with the wrong sign of m² is a poor substitute: it is still symmetric and still has the right massless limit, but for a massive lepton with nonzero momentum transfer it violates current conservation.

Let q be the incoming and p the outgoing momentum of a lepton of mass m, and let u be its Dirac spinors, normalised to u†u = 2p^0 for momentum p and likewise for q. Here ū = u†γ^0, and the units are such that ħ = c = 1. The quantity needed is

Σ_spins [ū(p) γ^μ u(q)] [ū(q) γ^ν u(p)].

The completeness relation Σ u(p) ū(p) = p̸ + m, where p̸ = p_μ γ^μ, turns this sum into

L^μν = tr((p̸ + m) γ^μ (q̸ + m) γ^ν).

The Lean file starts from this trace. The passage from spinor amplitudes to the trace is the physical input that its hypotheses do not contain.

The tensor enters lowest-order QED cross-sections for unpolarised point-like leptons, for example electron–muon scattering by one-photon exchange.

## Sixteen components in one formula

The theorem `leptonTensor_eq` says that for all complex four-vectors p and q, every complex number m and all indices μ and ν,

L^μν = 4 (p^μ q^ν + p^ν q^μ − η^μν (p·q − m²)).

A four-vector is a function `Fin 4 → ℂ`, and `p μ` is the contravariant component p^μ, with index 0 for time. The metric `eta` is diag(1, −1, −1, −1); the same matrix serves for upper and lower indices, since the entries agree. `lower p μ` is p_μ, `dot p q` is p·q = p_μ q^μ without complex conjugation, and `slash p` is p̸. The matrices `gamma` are the four explicit ones of the Dirac representation, and `m • 1` is m times the unit matrix. `leptonTensor p q m μ ν` is defined as the trace, so the right-hand side of the theorem is a result and not a definition.

Two conventions differ from some textbooks. The letter q is a lepton momentum here, and the momentum transfer is p − q. The tensor is a sum over both spins, so averaging over the incoming spin brings a further factor 1/2.

No mass-shell condition is needed for the formula. The statement concerns vector couplings and this one representation; polarised beams and axial couplings, which bring in γ^5, would need other traces.

## Slashed vectors anticommute to a number

Write P = p^1 σ₁ + p^2 σ₂ + p^3 σ₃ with the Pauli matrices σ₁, σ₂, σ₃, and define Q from q in the same way. In 2×2 blocks, with rows separated by a semicolon,

p̸ = [p^0, −P ; P, −p^0].

Multiplication gives

p̸q̸ = [p^0 q^0 − PQ, q^0 P − p^0 Q ; q^0 P − p^0 Q, p^0 q^0 − PQ].

When the product in the opposite order is added, the off-diagonal blocks cancel. On the diagonal, σ_i σ_j + σ_j σ_i = 2δ_ij gives PQ + QP = 2(p^1 q^1 + p^2 q^2 + p^3 q^3). Hence

p̸q̸ + q̸p̸ = 2 p·q.

The trace of the unit matrix is 4 and tr(q̸p̸) = tr(p̸q̸), so 2 tr(p̸q̸) = 8 p·q, which is

tr(p̸q̸) = 4 p·q.

The trace of three slashed vectors vanishes. By the block product above, a̸b̸ has the form [A, B ; B, A] for some 2×2 matrices A and B. Multiplying by c̸ = [c^0, −C ; C, −c^0], with C built from c as P is from p, gives the diagonal blocks A c^0 + BC and −BC − A c^0, whose traces cancel.

## Taking p̸ once around the trace

Replace the open indices by two vectors a and b for the moment. Three uses of the anticommutator move p̸ to the right:

p̸a̸q̸b̸ = 2(p·a) q̸b̸ − a̸p̸q̸b̸

= 2(p·a) q̸b̸ − 2(p·q) a̸b̸ + a̸q̸p̸b̸

= 2(p·a) q̸b̸ − 2(p·q) a̸b̸ + 2(p·b) a̸q̸ − a̸q̸b̸p̸.

By cyclicity the last product has the same trace as the left-hand side. Bringing it over and using the trace of two slashed vectors gives

2 tr(p̸a̸q̸b̸) = 8 [(p·a)(q·b) − (p·q)(a·b) + (p·b)(q·a)].

Now restore the masses, allowing a different one, m′, in the second factor:

(p̸ + m) a̸ (q̸ + m′) b̸ = p̸a̸q̸b̸ + m′ p̸a̸b̸ + m a̸q̸b̸ + m m′ a̸b̸.

The two middle terms contain three slashed vectors and have zero trace. The last contributes 4 m m′ (a·b). Therefore

tr((p̸ + m) a̸ (q̸ + m′) b̸) = 4 [(p·a)(q·b) + (p·b)(q·a) − (a·b)(p·q − m m′)].

To recover the open indices, let a be the vector whose components are row μ of η, and b the one given by row ν. Then a̸ = γ^μ, b̸ = γ^ν, k·a = k^μ and k·b = k^ν for every vector k, and a·b = η^μν. Setting m′ = m gives the formula for L^μν.

## Current conservation and two leptons

Contracting the first index with any vector k gives

k_μ L^μν = 4 [(k·p) q^ν + p^ν (k·q) − k^ν (p·q − m²)].

For k = p − q the terms with p·q cancel, and what remains is

(p − q)_μ L^μν = 4 (p² − m²) q^ν − 4 (q² − m²) p^ν.

This is zero when both momenta are on the mass shell, p² = q² = m². That condition says that the lepton is a free particle before and after the scattering.

From here on, k is no longer the vector used above: k and l are the momenta of a second lepton, of mass M. Set D = p·q − m² and E = k·l − M². Contracting the two tensors over both indices gives

16 [2(p·k)(q·l) + 2(p·l)(q·k) − 2E (p·q) − 2D (k·l) + 4DE],

where the 4 in the last term is η_μν η^μν. Inserting D and E removes the products (p·q)(k·l) and leaves

32 [(p·k)(q·l) + (p·l)(q·k) − m² (k·l) − M² (p·q) + 2m²M²].

This is the spin-summed numerator for one-photon exchange between two different leptons. The coupling, the photon propagator and the spin average are separate factors.

## No momentum transfer

Put q = p with p² = m². The metric term disappears and L^μν = 8 p^μ p^ν. For a lepton at rest only L^00 = 8m² is nonzero. The spinors give the same number: ū γ^0 u = u†u is 2m when the two spins agree and zero when they differ, so the sum of squares is 2 · (2m)² = 8m².

## The Lean file

```lean
import Mathlib

open Matrix

namespace LeptonTensor

noncomputable section

/-- The Minkowski metric with signature (+,-,-,-). -/
def eta : Matrix (Fin 4) (Fin 4) ℂ :=
  !![1, 0, 0, 0; 0, -1, 0, 0; 0, 0, -1, 0; 0, 0, 0, -1]

/-- The four gamma matrices in the Dirac representation. -/
def gamma : Fin 4 → Matrix (Fin 4) (Fin 4) ℂ :=
  ![!![1, 0, 0, 0; 0, 1, 0, 0; 0, 0, -1, 0; 0, 0, 0, -1],
    !![0, 0, 0, 1; 0, 0, 1, 0; 0, -1, 0, 0; -1, 0, 0, 0],
    !![0, 0, 0, -Complex.I; 0, 0, Complex.I, 0; 0, Complex.I, 0, 0; -Complex.I, 0, 0, 0],
    !![0, 0, 1, 0; 0, 0, 0, -1; -1, 0, 0, 0; 0, 1, 0, 0]]

/-- The covariant components `p_μ = η_μν p^ν` of a four-vector. -/
def lower (p : Fin 4 → ℂ) (μ : Fin 4) : ℂ := ∑ ν, eta μ ν * p ν

/-- The Minkowski product `p·q = p_μ q^μ`. -/
def dot (p q : Fin 4 → ℂ) : ℂ := ∑ μ, lower p μ * q μ

/-- The Feynman slash `p_μ γ^μ`. -/
def slash (p : Fin 4 → ℂ) : Matrix (Fin 4) (Fin 4) ℂ := ∑ μ, lower p μ • gamma μ

/-- The unpolarised lepton tensor, the trace of `(pslash + m) γ^μ (qslash + m) γ^ν`. -/
def leptonTensor (p q : Fin 4 → ℂ) (m : ℂ) (μ ν : Fin 4) : ℂ :=
  Matrix.trace ((slash p + m • 1) * gamma μ * (slash q + m • 1) * gamma ν)

/-- The Minkowski product in components. -/
theorem dot_eq (p q : Fin 4 → ℂ) :
    dot p q = p 0 * q 0 - p 1 * q 1 - p 2 * q 2 - p 3 * q 3 := by
  simp [dot, lower, eta, Fin.sum_univ_four]
  ring

/-- The slashed four-vector written out as a matrix. -/
theorem slash_eq (p : Fin 4 → ℂ) :
    slash p = !![p 0, 0, -p 3, -(p 1 - Complex.I * p 2);
                 0, p 0, -(p 1 + Complex.I * p 2), p 3;
                 p 3, p 1 - Complex.I * p 2, -p 0, 0;
                 p 1 + Complex.I * p 2, -p 3, 0, -p 0] := by
  ext i j
  fin_cases i <;> fin_cases j <;>
    simp [slash, lower, eta, gamma, Fin.sum_univ_four] <;> ring

/-- Two slashed vectors anticommute to twice their Minkowski product. -/
theorem slash_anticomm (p q : Fin 4 → ℂ) :
    slash p * slash q + slash q * slash p = (2 * dot p q) • 1 := by
  rw [slash_eq p, slash_eq q, dot_eq]
  ext i j
  fin_cases i <;> fin_cases j <;>
    simp <;>
    first
      | ring1
      | linear_combination (2 * p 2 * q 2) * Complex.I_sq

/-- The trace of two slashed vectors is four times their Minkowski product. -/
theorem trace_two (p q : Fin 4 → ℂ) :
    Matrix.trace (slash p * slash q) = 4 * dot p q := by
  have h := congrArg Matrix.trace (slash_anticomm p q)
  rw [Matrix.trace_add, Matrix.trace_mul_comm (slash q) (slash p),
    Matrix.trace_smul, Matrix.trace_one] at h
  simp only [Fintype.card_fin, smul_eq_mul, Nat.cast_ofNat] at h
  linear_combination h / 2

/-- The trace of three slashed vectors vanishes. -/
theorem trace_three (a b c : Fin 4 → ℂ) :
    Matrix.trace (slash a * slash b * slash c) = 0 := by
  simp only [slash_eq]
  simp [Matrix.trace, Fin.sum_univ_four]
  ring

/-- The lepton trace with both open indices contracted with vectors `a` and `b`,
for two masses `m` and `m'`. -/
theorem trace_contracted (p q a b : Fin 4 → ℂ) (m m' : ℂ) :
    Matrix.trace ((slash p + m • 1) * slash a * (slash q + m' • 1) * slash b) =
      4 * (dot p a * dot q b + dot p b * dot q a - dot a b * (dot p q - m * m')) := by
  -- move `slash p` through the other three factors
  have key : slash p * slash a * slash q * slash b + slash a * slash q * slash b * slash p =
      (2 * dot p a) • (slash q * slash b) - (2 * dot p q) • (slash a * slash b)
        + (2 * dot p b) • (slash a * slash q) := by
    calc _ = (slash p * slash a + slash a * slash p) * slash q * slash b
          - slash a * (slash p * slash q + slash q * slash p) * slash b
          + slash a * slash q * (slash p * slash b + slash b * slash p) := by noncomm_ring
      _ = _ := by
        rw [slash_anticomm, slash_anticomm, slash_anticomm]
        simp only [smul_mul_assoc, mul_smul_comm, one_mul, mul_one]
  -- cyclicity identifies the two traces on the left
  have hc : Matrix.trace (slash a * slash q * slash b * slash p) =
      Matrix.trace (slash p * slash a * slash q * slash b) := by
    rw [Matrix.trace_mul_comm]
    simp only [mul_assoc]
  have ht := congrArg Matrix.trace key
  simp only [Matrix.trace_add, Matrix.trace_sub, Matrix.trace_smul, hc, trace_two,
    smul_eq_mul] at ht
  have hs : dot a q = dot q a := by
    simp only [dot_eq]
    ring
  rw [hs] at ht
  -- the terms linear in a mass carry three slashed vectors
  have hexp : (slash p + m • 1) * slash a * (slash q + m' • 1) * slash b =
      slash p * slash a * slash q * slash b + m' • (slash p * slash a * slash b)
        + m • (slash a * slash q * slash b) + (m * m') • (slash a * slash b) := by
    simp only [add_mul, mul_add, smul_mul_assoc, mul_smul_comm, one_mul, mul_one]
    module
  rw [hexp]
  simp only [Matrix.trace_add, Matrix.trace_smul, trace_three, trace_two, smul_eq_mul]
  linear_combination ht / 2

/-- The unpolarised lepton tensor equals
`4 (p^μ q^ν + p^ν q^μ - η^μν (p·q - m²))`. -/
theorem leptonTensor_eq (p q : Fin 4 → ℂ) (m : ℂ) (μ ν : Fin 4) :
    leptonTensor p q m μ ν =
      4 * (p μ * q ν + p ν * q μ - eta μ ν * (dot p q - m ^ 2)) := by
  -- each gamma matrix is the slash of a row of the metric
  have hg : ∀ ρ, gamma ρ = slash (eta ρ) := by
    intro ρ
    fin_cases ρ <;> simp [slash, lower, eta, Fin.sum_univ_four]
  have hd : ∀ (k : Fin 4 → ℂ) (ρ : Fin 4), dot k (eta ρ) = k ρ := by
    intro k ρ
    fin_cases ρ <;> simp [dot_eq, eta]
  rw [leptonTensor, hg μ, hg ν, trace_contracted]
  simp only [hd]
  ring

/-- Contraction of the first index of the lepton tensor with a four-vector `k`. -/
theorem leptonTensor_contract (p q k : Fin 4 → ℂ) (m : ℂ) (ν : Fin 4) :
    ∑ μ, lower k μ * leptonTensor p q m μ ν =
      4 * (dot k p * q ν + p ν * dot k q - k ν * (dot p q - m ^ 2)) := by
  have h : ∑ μ, lower k μ * eta μ ν = k ν := by
    fin_cases ν <;> simp [lower, eta, Fin.sum_univ_four]
  have hp : dot k p = ∑ μ, lower k μ * p μ := rfl
  have hq : dot k q = ∑ μ, lower k μ * q μ := rfl
  simp only [leptonTensor_eq]
  rw [Fin.sum_univ_four] at h hp hq ⊢
  linear_combination (-4 * q ν) * hp - 4 * p ν * hq - 4 * (dot p q - m ^ 2) * h

/-- Current conservation: for `p² = q² = m²` the lepton tensor is transverse to the momentum
transfer `p - q` in its first index. -/
theorem current_conservation (p q : Fin 4 → ℂ) (m : ℂ)
    (hp : dot p p = m ^ 2) (hq : dot q q = m ^ 2) (ν : Fin 4) :
    ∑ μ, lower (p - q) μ * leptonTensor p q m μ ν = 0 := by
  rw [leptonTensor_contract]
  simp only [dot_eq, Pi.sub_apply] at hp hq ⊢
  linear_combination 4 * q ν * hp - 4 * p ν * hq

/-- The full contraction of two lepton tensors with masses `m` and `M`, the indices being
lowered with the diagonal metric. -/
theorem leptonTensor_contraction (p q k l : Fin 4 → ℂ) (m M : ℂ) :
    ∑ μ, ∑ ν, eta μ μ * eta ν ν * leptonTensor p q m μ ν * leptonTensor k l M μ ν =
      32 * (dot p k * dot q l + dot p l * dot q k
        - m ^ 2 * dot k l - M ^ 2 * dot p q + 2 * m ^ 2 * M ^ 2) := by
  simp only [leptonTensor_eq, dot_eq, Fin.sum_univ_four]
  simp [eta]
  ring

end

end LeptonTensor
```

```lean
#print axioms LeptonTensor.current_conservation
#print axioms LeptonTensor.leptonTensor_contraction
```

```
'LeptonTensor.current_conservation' depends on axioms: [propext, Classical.choice, Quot.sound]
'LeptonTensor.leptonTensor_contraction' depends on axioms: [propext, Classical.choice, Quot.sound]
```

## From matrix entries to the four-factor trace

The lemmas `dot_eq` and `slash_eq` write the Minkowski product and the slashed vector in components. With these, `slash_anticomm` compares the sixteen entries of the two sides. Most are polynomial identities settled by `ring1`; where products of the second components bring in i², `linear_combination` supplies i² = −1 through `Complex.I_sq`. This entry-by-entry check replaces the Pauli-block calculation.

`trace_two` takes the trace of the anticommutator, exchanges the factors with `Matrix.trace_mul_comm` and halves the result. `trace_three` multiplies out the explicit matrices and lets `ring` cancel the diagonal entries.

`trace_contracted` follows the derivation with a and b. Its statement `key` is the result of moving p̸ to the right, with the final product already brought to the left-hand side. The `calc` block first writes that side as a combination of three anticommutators, which `noncomm_ring` verifies while respecting the order of the factors, and then replaces each anticommutator by its scalar value. The statement `hc` is cyclicity, `ht` is the trace of `key`, and `hs` is the symmetry a·q = q·a. The expansion in the masses is `hexp`. After `trace_three` has removed the terms linear in a mass, `linear_combination ht / 2` performs the division by two.

## From contracted vectors to open indices

In `leptonTensor_eq`, the statement `hg` says that `gamma ρ` is the slash of the metric row `eta ρ`, and `hd` says that the product of a vector k with that row is `k ρ`. Rewriting both gamma matrices with `hg` makes `trace_contracted` applicable with equal masses. `hd` then turns the products into components, including a·b into `eta μ ν`.

`leptonTensor_contract` inserts this formula into the sum over μ. Its auxiliary statement `h` is k_μ η^μν = k^ν, while `hp` and `hq` unfold k·p and k·q; the three are combined linearly.

`current_conservation` assumes the two mass-shell conditions as `hp` and `hq`. Its last line multiplies them by 4q^ν and −4p^ν, the coefficients in the off-shell expression for (p − q)_μ L^μν above.

`leptonTensor_contraction` lowers the indices of one tensor with the factors `eta μ μ * eta ν ν`, which is sufficient because the metric is diagonal. Here the Lean proof is more direct than the derivation with D and E: it writes out all sixteen terms in components and leaves the polynomial identity to `ring`. Neither mass-shell conditions nor momentum conservation are used.
